# A Green's matrix with $G-i$ invertible has a contractive Cayley transform exactly when $i(G-G^*)\ge 0$

A molecule coupled to leads is often described by a retarded Green's matrix $G$ at one energy, computed from an approximate self-energy. In an orthonormal orbital basis and at a real energy, the diagonal of $i(G-G^*)$ gives the local densities of states up to a factor $2\pi$, so a negative eigenvalue of this matrix means that some orbital combination carries negative spectral weight. How does that failure show up if $G$ is first mapped to

$$C=(G+i)(G-i)^{-1}\,?$$

For a single orbital, $G$ is a complex number $g$, and $i(g-\bar g)=-2\,\mathrm{Im}\,g$. This is non-negative when $g$ lies in the closed lower half-plane, that is, when $g$ is at least as close to $-i$ as to $i$, which says $|g+i|\le|g-i|$. For matrices, the modulus becomes the operator norm and the sign condition becomes positive semidefiniteness.

Here $G^*$ is the conjugate transpose, and $G$ is called causal when $i(G-G^*)\ge0$. This is a condition on one matrix at one energy; analyticity in the upper half-plane, which causality in time requires, is a property of the whole function $G(z)$ and is not treated.

## The matrices and the norm

The finite type `n` labels the orbitals of an orthonormal basis. With `ComplexOrder` open, $0\le w$ for a complex number $w$ means that $w$ is real and non-negative.

```lean
import Mathlib

open Matrix Complex
open scoped ComplexOrder

namespace CayleyGreen

noncomputable section

variable {n : Type*} [Fintype n] [DecidableEq n]
```

A Green's matrix has the dimension of an inverse energy, so $G\pm i$ presupposes a reference energy $\gamma>0$, with $G$ standing for the dimensionless product of $\gamma$ and the physical matrix. The choice of $\gamma$ changes $C$ but not the sign of $i(G-G^*)$. In the code, the number $i$ added to a matrix is written `I • 1`.

```lean
/-- The Cayley transform `(G + i)(G - i)⁻¹` of a Green's matrix. -/
def cayley (G : Matrix n n ℂ) : Matrix n n ℂ :=
  (G + I • (1 : Matrix n n ℂ)) * (G - I • (1 : Matrix n n ℂ))⁻¹
```

The spectral matrix $S=i(G-G^*)$ is Hermitian for every $G$, so only the sign of its quadratic form is in question.

```lean
/-- The spectral matrix `i(G - G*)` of a Green's matrix. -/
def spectral (G : Matrix n n ℂ) : Matrix n n ℂ := I • (G - Gᴴ)
```

The norm is that of the linear map on Euclidean space, $\|C\|=\sup_{\|v\|\le1}\|Cv\|$, which is the largest singular value when there is at least one orbital.

```lean
/-- The operator norm of a matrix acting on Euclidean space. -/
def opNorm (C : Matrix n n ℂ) : ℝ := ‖Matrix.toEuclideanCLM (n := n) (𝕜 := ℂ) C‖
```

The map back from a matrix $K$ to a Green's matrix is $G=i(K+1)(K-1)^{-1}$.

```lean
/-- The inverse Cayley transform `i(K + 1)(K - 1)⁻¹`. -/
def invCayley (K : Matrix n n ℂ) : Matrix n n ℂ := I • ((K + 1) * (K - 1)⁻¹)
```

## Contraction as a loss of norm

For a vector $v$ with components $v_j$, $v^*v=\sum_j|v_j|^2=\|v\|^2$.

```lean
omit [DecidableEq n] in
/-- The product `v* v` is the squared Euclidean norm of `v`. -/
lemma star_dot (v : n → ℂ) :
    star v ⬝ᵥ v = ((‖WithLp.toLp 2 v‖ ^ 2 : ℝ) : ℂ) := by
  rw [EuclideanSpace.norm_sq_eq, Complex.ofReal_sum]
  refine Finset.sum_congr rfl fun i _ => ?_
  rw [Complex.ofReal_pow]
  exact Complex.conj_mul' (v i)
```

Therefore

$$v^*(1-C^*C)v=v^*v-(Cv)^*(Cv)=\|v\|^2-\|Cv\|^2 .$$

```lean
/-- The quadratic form of `1 - C*C` is the loss of squared norm under `C`. -/
lemma defect_form (C : Matrix n n ℂ) (v : n → ℂ) :
    star v ⬝ᵥ ((1 - Cᴴ * C) *ᵥ v) =
      ((‖WithLp.toLp 2 v‖ ^ 2 - ‖WithLp.toLp 2 (C *ᵥ v)‖ ^ 2 : ℝ) : ℂ) := by
  rw [Matrix.sub_mulVec, Matrix.one_mulVec, dotProduct_sub, ← Matrix.mulVec_mulVec,
    Matrix.dotProduct_mulVec, ← Matrix.star_mulVec, star_dot, star_dot, Complex.ofReal_sub]
```

If $\|C\|\le1$, then $\|Cv\|\le\|v\|$ for every $v$, the right-hand side is non-negative, and $1-C^*C\ge0$. Conversely, if $1-C^*C\ge0$, then $\|Cv\|^2\le\|v\|^2$ for every $v$; taking square roots gives $\|C\|\le1$. The two halves of the proof follow these two sentences, with `le_opNorm` supplying the first bound and `opNorm_le_bound` the last.

```lean
/-- A matrix has Euclidean operator norm at most 1 exactly when `1 - C*C` is positive
semidefinite. -/
theorem opNorm_le_one_iff (C : Matrix n n ℂ) :
    opNorm C ≤ 1 ↔ (1 - Cᴴ * C).PosSemidef := by
  unfold opNorm
  constructor
  · intro h
    refine Matrix.PosSemidef.of_dotProduct_mulVec_nonneg ?_ fun v => ?_
    · simp [Matrix.IsHermitian, Matrix.conjTranspose_sub, Matrix.conjTranspose_mul]
    · rw [defect_form]
      have hv : ‖WithLp.toLp 2 (C *ᵥ v)‖ ≤ 1 * ‖WithLp.toLp 2 v‖ :=
        ((Matrix.toEuclideanCLM (n := n) (𝕜 := ℂ) C).le_opNorm (WithLp.toLp 2 v)).trans
          (mul_le_mul_of_nonneg_right h (norm_nonneg _))
      rw [one_mul] at hv
      exact Complex.zero_le_real.mpr
        (sub_nonneg.mpr (pow_le_pow_left₀ (norm_nonneg _) hv 2))
  · intro h
    refine ContinuousLinearMap.opNorm_le_bound _ zero_le_one fun x => ?_
    have hx := h.dotProduct_mulVec_nonneg x.ofLp
    rw [defect_form] at hx
    rw [one_mul]
    exact (sq_le_sq₀ (norm_nonneg _) (norm_nonneg _)).mp
      (sub_nonneg.mp (Complex.zero_le_real.mp hx))
```

## The identity that links the two conditions

A congruence $X\mapsto D^*XD$ with $D$ invertible can be undone:

$$(D^{-1})^*(D^*XD)D^{-1}=(DD^{-1})^*X(DD^{-1})=X .$$

```lean
/-- A congruence by an invertible matrix is undone by its inverse. -/
lemma congr_cancel {D : Matrix n n ℂ} (hD : IsUnit D) (X : Matrix n n ℂ) :
    (D⁻¹)ᴴ * (Dᴴ * X * D) * D⁻¹ = X := by
  have h1 : D * D⁻¹ = 1 := Matrix.mul_nonsing_inv D ((Matrix.isUnit_iff_isUnit_det D).mp hD)
  have h2 : (D⁻¹)ᴴ * Dᴴ = 1 := by
    rw [← Matrix.conjTranspose_mul, h1, Matrix.conjTranspose_one]
  calc (D⁻¹)ᴴ * (Dᴴ * X * D) * D⁻¹ = ((D⁻¹)ᴴ * Dᴴ) * X * (D * D⁻¹) := by
        simp only [mul_assoc]
    _ = X := by rw [h1, h2, one_mul, mul_one]
```

Now take $D=G-i$. Since $CD=G+i$,

$$\begin{aligned}
D^*(1-C^*C)D&=(G-i)^*(G-i)-(G+i)^*(G+i)\\
&=(G^*G+iG-iG^*+1)-(G^*G-iG+iG^*+1)\\
&=2i(G-G^*)=2S .
\end{aligned}$$

In the proof, `hC` is the relation $CD=G+i$, `hX` is the first line for general matrices, and `simp` with `module` expands the products and collects the terms.

```lean
/-- For `G - i` invertible and `C` the Cayley transform of `G`, the matrix `(G - i)* (1 - C*C) (G -
i)` is twice the spectral matrix of `G`. -/
theorem cayley_defect {G : Matrix n n ℂ} (hG : IsUnit (G - I • (1 : Matrix n n ℂ))) :
    (G - I • (1 : Matrix n n ℂ))ᴴ * (1 - (cayley G)ᴴ * cayley G) *
      (G - I • (1 : Matrix n n ℂ)) = (2 : ℂ) • spectral G := by
  have hC : cayley G * (G - I • (1 : Matrix n n ℂ)) = G + I • (1 : Matrix n n ℂ) := by
    rw [cayley, mul_assoc,
      Matrix.nonsing_inv_mul _ ((Matrix.isUnit_iff_isUnit_det _).mp hG), mul_one]
  have hX : ∀ D C : Matrix n n ℂ,
      Dᴴ * (1 - Cᴴ * C) * D = Dᴴ * D - (C * D)ᴴ * (C * D) := by
    intro D C
    rw [Matrix.conjTranspose_mul]
    simp only [mul_sub, sub_mul, mul_one, mul_assoc]
  rw [hX, hC, spectral]
  -- the squares of `G` and of `i` cancel, only the cross terms remain
  simp only [Matrix.conjTranspose_sub, Matrix.conjTranspose_add, Matrix.conjTranspose_smul,
    Matrix.conjTranspose_one, Complex.star_def, Complex.conj_I, sub_mul, mul_sub, add_mul,
    mul_add, smul_mul_assoc, mul_smul_comm, one_mul, mul_one]
  module
```

If $\|C\|\le1$, then $1-C^*C\ge0$. For any $v$, $v^*D^*(1-C^*C)Dv$ is the form of $1-C^*C$ at the vector $Dv$, so $2S\ge0$, and halving gives $S\ge0$. If instead $S\ge0$, undoing the congruence gives

$$1-C^*C=(D^{-1})^*(2S)D^{-1}\ge0,$$

and hence $\|C\|\le1$. The hypothesis `hG` states that $G-i$ is invertible.

```lean
/-- For `G - i` invertible, the Cayley transform of `G` has Euclidean operator norm at most 1
if and only if `i(G - G*)` is positive semidefinite. -/
theorem cayley_contraction_iff {G : Matrix n n ℂ}
    (hG : IsUnit (G - I • (1 : Matrix n n ℂ))) :
    opNorm (cayley G) ≤ 1 ↔ (spectral G).PosSemidef := by
  rw [opNorm_le_one_iff]
  constructor
  · intro h
    have h1 := h.conjTranspose_mul_mul_same (G - I • (1 : Matrix n n ℂ))
    rw [cayley_defect hG] at h1
    have h2 := h1.smul (Complex.zero_le_real.mpr (by norm_num : (0 : ℝ) ≤ 1 / 2))
    have e : ((1 / 2 : ℝ) : ℂ) • ((2 : ℂ) • spectral G) = spectral G := by
      rw [smul_smul]; norm_num
    rwa [e] at h2
  · intro h
    rw [← congr_cancel hG (1 - (cayley G)ᴴ * cayley G), cayley_defect hG, two_smul]
    exact (h.add h).conjTranspose_mul_mul_same _
```

A two-orbital case shows what the norm detects. Let

$$G=\begin{pmatrix}-i&a\\0&-i\end{pmatrix},\qquad
C=\begin{pmatrix}0&ia/2\\0&0\end{pmatrix},\qquad
S=\begin{pmatrix}2&ia\\-i\bar a&2\end{pmatrix}.$$

Then $\|C\|=|a|/2$, and $S$ has eigenvalues $2\pm|a|$. Both conditions say $|a|\le2$. At $a=3$ the norm is $1.5$ and $S$ has the eigenvalue $-1$, although both eigenvalues of $G$ are still $-i$, safely in the lower half-plane.

## Causality supplies the inverse

Suppose $S\ge0$ but $G-i$ is singular. Then there is $v\ne0$ with $Gv=iv$, so $v^*Gv=i\|v\|^2$ and $v^*G^*v=(Gv)^*v=-i\|v\|^2$. It follows that

$$v^*Sv=i\,(i+i)\|v\|^2=-2\|v\|^2<0,$$

a contradiction. The proof obtains $v$ from the vanishing determinant, and `hq` is the displayed value.

```lean
/-- If `i(G - G*)` is positive semidefinite, then `G - i` is invertible. -/
theorem isUnit_of_causal {G : Matrix n n ℂ} (h : (spectral G).PosSemidef) :
    IsUnit (G - I • (1 : Matrix n n ℂ)) := by
  rw [Matrix.isUnit_iff_isUnit_det, isUnit_iff_ne_zero]
  intro hdet
  obtain ⟨v, hv0, hv⟩ := Matrix.exists_mulVec_eq_zero_iff.mpr hdet
  -- a null vector of `G - i` is an eigenvector of `G` with eigenvalue `i`
  have hG : G *ᵥ v = I • v := by
    rwa [Matrix.sub_mulVec, Matrix.smul_mulVec, Matrix.one_mulVec, sub_eq_zero] at hv
  have h2 : star v ⬝ᵥ (Gᴴ *ᵥ v) = -I * (star v ⬝ᵥ v) := by
    rw [Matrix.dotProduct_mulVec, ← Matrix.star_mulVec, hG, star_smul, smul_dotProduct]
    simp
  have hq : star v ⬝ᵥ (spectral G *ᵥ v) = ((-2 * ‖WithLp.toLp 2 v‖ ^ 2 : ℝ) : ℂ) := by
    rw [spectral, Matrix.smul_mulVec, Matrix.sub_mulVec, dotProduct_smul, dotProduct_sub,
      h2, hG, dotProduct_smul, star_dot]
    simp only [smul_eq_mul]
    push_cast
    linear_combination (2 * (‖WithLp.toLp 2 v‖ : ℂ) ^ 2) * Complex.I_sq
  have hn := h.dotProduct_mulVec_nonneg v
  rw [hq] at hn
  have hr := Complex.zero_le_real.mp hn
  have hz : ‖WithLp.toLp 2 v‖ ^ 2 = 0 := by
    linarith [sq_nonneg ‖WithLp.toLp 2 v‖]
  have hv' := norm_eq_zero.mp ((pow_eq_zero_iff two_ne_zero).mp hz)
  exact hv0 (congrArg WithLp.ofLp hv')
```

Causality is thus equivalent to two conditions together: $G-i$ is invertible and $\|C\|\le1$. The first has to be stated, because Lean's matrix inverse returns zero for a singular matrix: for the single number $G=i$, `cayley G` is $0$, with norm below 1, while $S=-2$.

```lean
/-- The matrix `i(G - G*)` is positive semidefinite exactly when `G - i` is invertible and the
Cayley transform is a contraction. -/
theorem causal_iff (G : Matrix n n ℂ) :
    (spectral G).PosSemidef ↔
      IsUnit (G - I • (1 : Matrix n n ℂ)) ∧ opNorm (cayley G) ≤ 1 :=
  ⟨fun h => ⟨isUnit_of_causal h, (cayley_contraction_iff (isUnit_of_causal h)).mpr h⟩,
    fun h => (cayley_contraction_iff h.1).mp h.2⟩
```

In a calculation with NumPy, where `Id` is the identity array, `C = np.linalg.solve(G - 1j*Id, G + 1j*Id)` gives the transform, since the two factors commute, and `np.linalg.norm(C, 2)` is its largest singular value. To test a single matrix, the eigenvalues of $i(G-G^*)$ are the more direct choice. The transform is useful when the next step needs contractions, as in analytic continuation by Schur interpolation. In floating-point arithmetic either test needs a tolerance.

## The lossless case and the way back

If $C^*C=1$, the identity gives $2S=0$, so $G=G^*$. If $G=G^*$, then $S=0$, and undoing the congruence gives $1-C^*C=0$. For square matrices $C^*C=1$ means that $C$ is unitary, so $C$ preserves the Euclidean norm of every vector exactly when $G$ is Hermitian.

```lean
/-- For `G - i` invertible, the Cayley transform is unitary exactly when `G` is Hermitian. -/
theorem cayley_unitary_iff {G : Matrix n n ℂ}
    (hG : IsUnit (G - I • (1 : Matrix n n ℂ))) :
    (cayley G)ᴴ * cayley G = 1 ↔ G.IsHermitian := by
  have hd := cayley_defect hG
  constructor
  · intro h
    rw [h, sub_self, mul_zero, zero_mul, spectral, smul_smul] at hd
    have h0 := (smul_eq_zero.mp hd.symm).resolve_left (mul_ne_zero two_ne_zero Complex.I_ne_zero)
    exact (sub_eq_zero.mp h0).symm
  · intro h
    have hc := congr_cancel hG (1 - (cayley G)ᴴ * cayley G)
    rw [hd, spectral, h.eq, sub_self, smul_zero, smul_zero, mul_zero, zero_mul] at hc
    exact (sub_eq_zero.mp hc.symm).symm
```

Now start from a matrix $K$ with $K-1$ invertible and put $R=(K-1)^{-1}$. From $(K-1)R=1$ we get $KR=1+R$, so $G=i(K+1)R=i(1+2R)$ and

$$G-i=2iR,\qquad G+i=2i(1+R)=2iKR=K(G-i).$$

The first relation shows that $G-i$ is invertible, and the second that the Cayley transform of $G$ is $K$. The equivalence already proved then says that this $G$ is causal exactly when $\|K\|\le1$. In the code these relations are `hm` and `hp`, and `hu` is the invertibility. A contraction $K$ for which $K-1$ is invertible therefore parametrises a causal matrix with no further constraint.

```lean
/-- Every `K` with `K - 1` invertible is the Cayley transform of `G = i(K + 1)(K - 1)⁻¹`, and
`i(G - G*)` is positive semidefinite exactly when `K` is a contraction. -/
theorem cayley_invCayley {K : Matrix n n ℂ} (hK : IsUnit (K - 1)) :
    cayley (invCayley K) = K ∧ ((spectral (invCayley K)).PosSemidef ↔ opNorm K ≤ 1) := by
  have hdet := (Matrix.isUnit_iff_isUnit_det _).mp hK
  have hKR : K * (K - 1)⁻¹ = 1 + (K - 1)⁻¹ := by
    have h := Matrix.mul_nonsing_inv (K - 1) hdet
    rwa [sub_mul, one_mul, sub_eq_iff_eq_add] at h
  have hm : invCayley K - I • (1 : Matrix n n ℂ) = (2 * I) • (K - 1)⁻¹ := by
    rw [invCayley, add_mul, one_mul, hKR]; module
  have hp : invCayley K + I • (1 : Matrix n n ℂ) =
      K * (invCayley K - I • (1 : Matrix n n ℂ)) := by
    rw [hm, mul_smul_comm, hKR, invCayley, add_mul, one_mul, hKR]; module
  have hu : IsUnit (invCayley K - I • (1 : Matrix n n ℂ)) := by
    have h : (invCayley K - I • (1 : Matrix n n ℂ)) * ((2 * I)⁻¹ • (K - 1)) = 1 := by
      rw [hm, smul_mul_assoc, mul_smul_comm, Matrix.nonsing_inv_mul _ hdet, smul_smul,
        mul_inv_cancel₀ (mul_ne_zero two_ne_zero Complex.I_ne_zero), one_smul]
    exact ⟨⟨_, _, h, mul_eq_one_comm.mp h⟩, rfl⟩
  have hc : cayley (invCayley K) = K := by
    rw [cayley, hp, mul_assoc,
      Matrix.mul_nonsing_inv _ ((Matrix.isUnit_iff_isUnit_det _).mp hu), mul_one]
  refine ⟨hc, ?_⟩
  rw [← cayley_contraction_iff hu, hc]
```

## Green's matrices of a Hermitian Hamiltonian

Measure the Hamiltonian $H$ and the complex energy $z$ in units of the reference energy $\gamma$, so that the dimensionless $G$ satisfies $(z-H)G=1$. Let $H$ be Hermitian and $\mathrm{Im}\,z\ge0$. Then $HG=zG-1$, and taking adjoints gives $G^*H=\bar zG^*-1$. Evaluating $G^*HG$ in two ways,

$$\bar z\,G^*G-G=(G^*H)G=G^*(HG)=z\,G^*G-G^* ,$$

so $G-G^*=(\bar z-z)G^*G$, and therefore

$$S=i(\bar z-z)\,G^*G=2\,\mathrm{Im}\,z\;G^*G\ge0 .$$

The Cayley transform is then a contraction, and the invertibility of $G-i$ comes from causality instead of being assumed. In the proof, `h3` is the formula for $G-G^*$ and `hs` is the scalar $i(\bar z-z)=2\,\mathrm{Im}\,z$.

For electronic structure, this makes the Green's matrix of an isolated, finite, non-interacting system causal at every $z$ in the upper half-plane, and at real energies where $z-H$ is invertible. The earlier equivalences also apply when a self-energy describes leads or interactions, but this last argument does not cover that case, and the positivity of $S$ has to be established separately.

```lean
/-- For a Hermitian Hamiltonian `H` and `Im z ≥ 0`, the Cayley transform of a Green's matrix
solving `(z - H) G = 1` is a contraction. -/
theorem green_cayley_contraction {H G : Matrix n n ℂ} {z : ℂ} (hH : H.IsHermitian)
    (hz : 0 ≤ z.im) (hG : (z • (1 : Matrix n n ℂ) - H) * G = 1) :
    opNorm (cayley G) ≤ 1 := by
  have h1 : H * G = z • G - 1 := by
    rw [sub_mul, smul_mul_assoc, one_mul] at hG
    rw [← hG]; abel
  have h2 : Gᴴ * H = star z • Gᴴ - 1 := by
    have h := congrArg Matrix.conjTranspose h1
    rwa [Matrix.conjTranspose_mul, hH.eq, Matrix.conjTranspose_sub,
      Matrix.conjTranspose_smul, Matrix.conjTranspose_one] at h
  -- evaluate `G* H G` in two ways
  have h3 : G - Gᴴ = (star z - z) • (Gᴴ * G) := by
    have h := mul_assoc Gᴴ H G
    rw [h1, h2, sub_mul, mul_sub, smul_mul_assoc, mul_smul_comm, one_mul, mul_one] at h
    linear_combination (norm := module) (-1 : ℂ) • h
  have hs : I * (star z - z) = ((2 * z.im : ℝ) : ℂ) := by
    apply Complex.ext <;> simp
    ring
  refine ((causal_iff G).mp ?_).2
  rw [spectral, h3, smul_smul, hs]
  exact (Matrix.posSemidef_conjTranspose_mul_self G).smul
    (Complex.zero_le_real.mpr (by positivity))

end

end CayleyGreen
```

```lean
#print axioms CayleyGreen.cayley_unitary_iff
#print axioms CayleyGreen.cayley_invCayley
#print axioms CayleyGreen.green_cayley_contraction
```

```
'CayleyGreen.cayley_unitary_iff' depends on axioms: [propext, Classical.choice, Quot.sound]
'CayleyGreen.cayley_invCayley' depends on axioms: [propext, Classical.choice, Quot.sound]
'CayleyGreen.green_cayley_contraction' depends on axioms: [propext, Classical.choice, Quot.sound]
```
